# A Determinant of k Fermions Is, up to a Phase, a State of m Holes in k + m Filled Modes

**Q:** Take two fermion modes and put one particle in an orbital f_1. I am told that I can equally fill both modes and remove a particle from the orthogonal orbital f_2. Are these the same state, or only similar ones?

**A:** The same up to a phase, and two modes already show why. Let c_1, c_2 be the creation operators (many textbooks write c_p† for these), v the vacuum and F = c_1 c_2 v the filled state. An orbital f has coefficients f_p. Write c(f) = ∑ f_p c_p, and b(f) for its adjoint. For orthonormal f_1, f_2, expanding the product gives

c(f_1) c(f_2) v = det f · F,

where row i of the matrix f holds the coefficients of f_i. Now apply b(f_2). It anticommutes with c(f_1), and b(f_2) c(f_2) v = v, so

b(f_2) c(f_1) c(f_2) v = −c(f_1) v.

Hence c(f_1) v = −det f · b(f_2) F, and |det f| = 1 because f is unitary.

**Q:** What does the formal version take as fermions? I don't want the answer built into the definitions.

**A:** It takes bounded operators on a complex Hilbert space `H` that satisfy the anticommutation relations. `star` is the actual Hilbert-space adjoint, so annihilators are not separate data.

```lean
import Mathlib

open Matrix Finset

namespace DeterminantsAsHoleStates

noncomputable section

variable {H : Type*} [NormedAddCommGroup H] [InnerProductSpace ℂ H] [CompleteSpace H]
variable {M k m : ℕ}

/-- The canonical anticommutation relations for creation operators `c p`, whose adjoints
`star (c p)` are the annihilation operators. -/
structure IsCAR (c : Fin M → H →L[ℂ] H) : Prop where
  create_create : ∀ p q, c p * c q + c q * c p = 0
  annihilate_create : ∀ p q, star (c p) * c q + c q * star (c p) = if p = q then 1 else 0
```

The relations between two annihilators follow by taking adjoints. The other objects are those of the example, with strings of operators written as products over lists. The leftmost operator comes first in the list and acts last.

```lean
/-- The combination `c(f) = ∑ f_p c_p` of mode operators. -/
def creator (c : Fin M → H →L[ℂ] H) (f : Fin M → ℂ) : H →L[ℂ] H := ∑ p, f p • c p

/-- The product `c(f₁) c(f₂) ⋯` over a list of orbitals. -/
def createAll (c : Fin M → H →L[ℂ] H) (l : List (Fin M → ℂ)) : H →L[ℂ] H :=
  (l.map (creator c)).prod

/-- The product `b(f₁) b(f₂) ⋯` over a list of orbitals, where `b(f)` is the adjoint of `c(f)`. -/
def annihilateAll (c : Fin M → H →L[ℂ] H) (l : List (Fin M → ℂ)) : H →L[ℂ] H :=
  (l.map fun f => star (creator c f)).prod

/-- The state `F = c₁ ⋯ c_M v`. -/
def filled (c : Fin M → H →L[ℂ] H) (v : H) : H := (List.ofFn c).prod v
```

**Q:** And the phase for k particles and m holes, with M = k + m modes?

**A:** It is explicit:

z = (−1)^(k + (k+1) + ... + (M−1)) det f.

```lean
/-- The factor `(-1)^(k + (k+1) + ⋯ + (k+m-1)) det f`. -/
def holePhase (k m : ℕ) (f : Fin (k + m) → Fin (k + m) → ℂ) : ℂ :=
  (-1) ^ (∑ i ∈ range m, (k + i)) * (Matrix.of f).det
```

Lean counts from 0, so my f_1 is `f 0`. For k = m = 1 the exponent is 1, which is the minus sign above.

**Q:** Derive the general case, starting with the algebra of arbitrary orbitals.

**A:** Expand both sums. For creators,

c(f) c(g) + c(g) c(f) = ∑_pq f_p g_q (c_p c_q + c_q c_p) = 0,

and f = g gives c(f)² = 0. Since b(f) carries conjugated coefficients,

b(f) c(g) + c(g) b(f) = ∑_p f_p* g_p = ⟨f, g⟩.

The first lemma does the expansion for any two families of operators. In it, `creator` is just a linear combination, and the third lemma also applies it to the annihilators, with coefficients `star f`.

```lean
omit [CompleteSpace H] in
/-- Anticommutators of combined operators follow bilinearly from those of the modes. -/
theorem anticommutator_sum {A B : Fin M → H →L[ℂ] H} {d : Fin M → Fin M → H →L[ℂ] H}
    (h : ∀ p q, A p * B q + B q * A p = d p q) (u w : Fin M → ℂ) :
    creator A u * creator B w + creator B w * creator A u
      = ∑ p, ∑ q, (u p * w q) • d p q := by
  have e : creator B w * creator A u = ∑ p, ∑ q, (u p * w q) • (B q * A p) := by
    simp only [creator, Finset.sum_mul_sum, smul_mul_smul_comm]
    rw [Finset.sum_comm]
    exact sum_congr rfl fun p _ => sum_congr rfl fun q _ => by rw [mul_comm (w q)]
  rw [e]
  simp only [creator, Finset.sum_mul_sum, smul_mul_smul_comm, ← Finset.sum_add_distrib,
    ← smul_add, h]

/-- Pauli principle: no orbital can be filled twice, `c(f)² = 0`. -/
theorem creator_sq {c : Fin M → H →L[ℂ] H} (h : IsCAR c) (f : Fin M → ℂ) :
    creator c f * creator c f = 0 := by
  have e := anticommutator_sum h.create_create f f
  simp only [smul_zero, Finset.sum_const_zero] at e
  rw [← two_smul ℂ] at e
  exact (smul_eq_zero.mp e).resolve_left two_ne_zero

/-- The anticommutator of `b(f)` and `c(g)`, acting on any state, is the overlap `⟨f, g⟩`. -/
theorem annihilate_create_orbital {c : Fin M → H →L[ℂ] H} (h : IsCAR c)
    (f g : Fin M → ℂ) (x : H) :
    star (creator c f) (creator c g x) + creator c g (star (creator c f) x)
      = (star f ⬝ᵥ g) • x := by
  have hs : star (creator c f) = creator (fun p => star (c p)) (star f) := by
    simp only [creator, star_sum, star_smul, Pi.star_apply]
  have e := anticommutator_sum h.annihilate_create (star f) g
  rw [← hs] at e
  simp only [smul_ite, smul_zero, Finset.sum_ite_eq, Finset.mem_univ, if_true,
    ← Finset.sum_smul] at e
  exact DFunLike.congr_fun e x
```

**Q:** Where do the signs come from?

**A:** If g is orthogonal to f, then b(g) c(f) = −c(f) b(g). Passing n such creators therefore costs (−1)^n. The lemma is an induction on the string, with one anticommutator per step.

```lean
/-- If `g` is orthogonal to all orbitals of a string of creators, then `b(g)` passes through
the string with one change of sign per creator. -/
theorem annihilate_through {c : Fin M → H →L[ℂ] H} (h : IsCAR c) (g : Fin M → ℂ)
    (l : List (Fin M → ℂ)) (hl : ∀ f ∈ l, star g ⬝ᵥ f = 0) (x : H) :
    star (creator c g) (createAll c l x)
      = (-1 : ℂ) ^ l.length • createAll c l (star (creator c g) x) := by
  induction l with
  | nil => simp [createAll]
  | cons f l ih =>
    have hcons : ∀ y, createAll c (f :: l) y = creator c f (createAll c l y) := fun y => by
      simp [createAll]
    have e := annihilate_create_orbital h g f (createAll c l x)
    rw [hl f (by simp), zero_smul, ih fun u hu => hl u (List.mem_cons_of_mem _ hu)] at e
    rw [hcons, hcons, eq_neg_of_add_eq_zero_left e, map_smul, List.length_cons, pow_succ,
      mul_neg_one, neg_smul]
```

Now apply b(f_(k+1)) ... b(f_M) to c(f_1) ... c(f_M) v. The operator b(f_M) acts first. It passes M−1 creators and meets c(f_M) v, where

b(f_M) c(f_M) v = v − c(f_M) b(f_M) v = v.

Next, b(f_(M−1)) passes M−2 creators, and so on down to b(f_(k+1)), which passes k. With s = k + (k+1) + ... + (M−1),

b(f_(k+1)) ... b(f_M) c(f_1) ... c(f_M) v = (−1)^s c(f_1) ... c(f_k) v.

In Lean, `l` holds the orbitals that stay and `t` those to be removed. The induction moves the head `g` of `t` to the end of `l`, removes the rest of `t` first, and then lets b(g) act; `hexp` adds up the exponents.

```lean
/-- Let the orbitals of `l` and `t` together be mutually orthogonal, those of `t` normalised,
and `v` a vacuum. Annihilating `t` in the determinant of `l` and `t` leaves that of `l`,
up to the stated sign. -/
theorem annihilate_tail {c : Fin M → H →L[ℂ] H} (h : IsCAR c) {v : H}
    (hv : ∀ p, star (c p) v = 0) (t l : List (Fin M → ℂ))
    (ho : (l ++ t).Pairwise fun f g => star g ⬝ᵥ f = 0) (hn : ∀ g ∈ t, star g ⬝ᵥ g = 1) :
    annihilateAll c t (createAll c l (createAll c t v))
      = (-1 : ℂ) ^ (∑ i ∈ range t.length, (l.length + i)) • createAll c l v := by
  induction t generalizing l with
  | nil => simp [annihilateAll, createAll]
  | cons g t ih =>
    have hsnoc : ∀ y, createAll c (l ++ [g]) y = createAll c l (creator c g y) := fun y => by
      simp [createAll]
    have hcons : createAll c (g :: t) v = creator c g (createAll c t v) := by simp [createAll]
    have hann : ∀ y, annihilateAll c (g :: t) y = star (creator c g) (annihilateAll c t y) :=
      fun y => by simp [annihilateAll]
    -- the vacuum contains no particle in `g`, so `b(g) c(g) v = v`
    have hbv : star (creator c g) v = 0 := by
      simp [creator, star_sum, star_smul, _root_.sum_apply, hv]
    have hbc := annihilate_create_orbital h g g v
    rw [hbv, map_zero, add_zero, hn g (by simp), one_smul] at hbc
    -- move `g` to the occupied list and remove the other orbitals first
    have e := ih (l ++ [g]) (by rwa [List.append_assoc, List.singleton_append])
      fun u hu => hn u (List.mem_cons_of_mem _ hu)
    rw [hsnoc, hsnoc] at e
    have hl : ∀ f ∈ l, star g ⬝ᵥ f = 0 := fun f hf =>
      (List.pairwise_append.mp ho).2.2 f hf g (by simp)
    have hexp : ∑ i ∈ range t.length, ((l ++ [g]).length + i) + l.length
        = ∑ i ∈ range (g :: t).length, (l.length + i) := by
      rw [List.length_cons, Finset.sum_range_succ', add_zero, add_left_inj]
      refine sum_congr rfl fun i _ => ?_
      rw [List.length_append, List.length_singleton]
      omega
    rw [hann, hcons, e, map_smul, annihilate_through h g l hl, hbc, smul_smul, ← pow_add, hexp]
```

**Q:** That still contains c(f_1) ... c(f_M) v and not F.

**A:** Expand it in the modes:

c(f_1) ... c(f_M) v = ∑ (f_1)_(p_1) ... (f_M)_(p_M) c_(p_1) ... c_(p_M) v.

Terms with a repeated mode vanish. The others are permutations of c_1 ... c_M, each with its sign, so the sum is det f · F. This holds for any M orbitals, orthonormal or not.

The Lean proof replaces the expansion by a uniqueness argument. Because c(f)² = 0, the map f ↦ c(f) extends to the exterior algebra, which makes the left side an alternating multilinear function `D` of the orbitals. The right side `E` is another. They agree on the mode basis, hence everywhere.

```lean
/-- Filling `M` arbitrary orbitals of `M` modes gives the filled state times the determinant
of the orbital coefficients. -/
theorem createAll_eq_det_smul_filled {c : Fin M → H →L[ℂ] H} (h : IsCAR c) (v : H)
    (f : Fin M → Fin M → ℂ) :
    createAll c (List.ofFn f) v = (Matrix.of f).det • filled c v := by
  let L : (Fin M → ℂ) →ₗ[ℂ] (H →L[ℂ] H) :=
    { toFun := creator c
      map_add' := fun x y => by simp [creator, add_smul, Finset.sum_add_distrib]
      map_smul' := fun r x => by simp [creator, mul_smul, Finset.smul_sum] }
  let Φ := ExteriorAlgebra.lift ℂ ⟨L, creator_sq h⟩
  let ev : (H →L[ℂ] H) →ₗ[ℂ] H :=
    { toFun := fun T => T v, map_add' := fun _ _ => rfl, map_smul' := fun _ _ => rfl }
  -- both sides are alternating multilinear in the orbitals
  let D := (ev ∘ₗ Φ.toLinearMap).compAlternatingMap (ExteriorAlgebra.ιMulti ℂ M)
  let E := (LinearMap.toSpanSingleton ℂ H (filled c v)).compAlternatingMap
    (Matrix.detRowAlternating (n := Fin M) (R := ℂ))
  have hD : ∀ g, D g = (List.ofFn fun i => creator c (g i)).prod v := by
    intro g
    change Φ (ExteriorAlgebra.ιMulti ℂ M g) v = _
    have hι : (Φ ∘ fun i => ExteriorAlgebra.ι ℂ (g i)) = fun i => creator c (g i) :=
      funext fun i => ExteriorAlgebra.lift_ι_apply ℂ L (creator_sq h) (g i)
    rw [ExteriorAlgebra.ιMulti_apply, map_list_prod, List.map_ofFn, hι]
  -- they agree on the mode basis, hence everywhere
  have base : D (fun i => Pi.basisFun ℂ (Fin M) i) = E (fun i => Pi.basisFun ℂ (Fin M) i) := by
    have h1 : (fun i => creator c (Pi.basisFun ℂ (Fin M) i)) = c := by
      funext i
      simp [creator, Pi.single_apply]
    have h2 : (Matrix.of fun i => Pi.basisFun ℂ (Fin M) i) = 1 := by
      ext i j
      simp [Matrix.one_apply, Pi.single_apply, eq_comm]
    rw [hD, h1]
    change _ = (Matrix.of fun i => Pi.basisFun ℂ (Fin M) i).det • filled c v
    rw [h2, Matrix.det_one, one_smul, filled]
  have hDE : D = E := by
    refine (Pi.basisFun ℂ (Fin M)).ext_alternating fun σ hσ => ?_
    have h1 := D.map_perm (fun i => Pi.basisFun ℂ (Fin M) i)
      (Equiv.ofBijective σ (Finite.injective_iff_bijective.mp hσ))
    rw [base, ← E.map_perm] at h1
    exact h1
  have h3 : createAll c (List.ofFn f) v = D f := by
    rw [hD, createAll, List.map_ofFn]
    rfl
  rw [h3, hDE]
  rfl
```

**Q:** So the theorem combines the two?

**A:** Yes. Together they give

det f · b(f_(k+1)) ... b(f_M) F = (−1)^s c(f_1) ... c(f_k) v,

and multiplying by (−1)^s leaves

c(f_1) ... c(f_k) v = z b(f_(k+1)) ... b(f_M) F.

Orthonormality means f f† = 1, so |det f|² = 1 and |z| = 1.

```lean
/-- Determinants as hole states: for a vacuum `v` and an orthonormal basis `f` of the `k + m`
modes, filling the first `k` orbitals equals, up to a factor of modulus 1, emptying the last
`m` orbitals of the filled state. -/
theorem determinant_eq_hole_state {c : Fin (k + m) → H →L[ℂ] H} (h : IsCAR c) {v : H}
    (hv : ∀ p, star (c p) v = 0) (f : Fin (k + m) → Fin (k + m) → ℂ)
    (hf : ∀ i j, star (f i) ⬝ᵥ f j = if i = j then 1 else 0) :
    ‖holePhase k m f‖ = 1 ∧
    createAll c (List.ofFn fun i : Fin k => f (Fin.castAdd m i)) v
      = holePhase k m f •
        annihilateAll c (List.ofFn fun j : Fin m => f (Fin.natAdd k j)) (filled c v) := by
  constructor
  · -- the coefficient matrix is unitary
    have hU : Matrix.of f * (Matrix.of f)ᴴ = 1 := by
      ext i j
      have e := hf j i
      rw [dotProduct_comm] at e
      simpa [Matrix.mul_apply, dotProduct, Matrix.one_apply, eq_comm] using e
    have hd := congrArg (fun A => ‖Matrix.det A‖) hU
    simp only [Matrix.det_mul, Matrix.det_conjTranspose, norm_mul, norm_star, Matrix.det_one,
      norm_one] at hd
    have h1 : ‖(Matrix.of f).det‖ = 1 :=
      (mul_self_eq_one_iff.mp hd).resolve_right fun h => by
        linarith [norm_nonneg (Matrix.of f).det]
    rw [holePhase, norm_mul, h1, norm_pow, norm_neg, norm_one, one_pow, one_mul]
  set l := List.ofFn fun i : Fin k => f (Fin.castAdd m i) with hl
  set t := List.ofFn fun j : Fin m => f (Fin.natAdd k j) with ht
  have hlt : l ++ t = List.ofFn f := by
    rw [hl, ht, List.ofFn_add]
    rfl
  have ho : (l ++ t).Pairwise fun f g => star g ⬝ᵥ f = 0 := by
    rw [hlt, List.pairwise_ofFn]
    intro i j hij
    rw [hf, if_neg hij.ne']
  have hn : ∀ g ∈ t, star g ⬝ᵥ g = 1 := by
    intro g hg
    obtain ⟨j, rfl⟩ := (List.mem_ofFn' _ _).mp hg
    rw [hf, if_pos rfl]
  have e := annihilate_tail h hv t l ho hn
  have happ : createAll c l (createAll c t v) = createAll c (l ++ t) v := by simp [createAll]
  have hll : l.length = k := by rw [hl, List.length_ofFn]
  have htl : t.length = m := by rw [ht, List.length_ofFn]
  rw [happ, hlt, createAll_eq_det_smul_filled h, map_smul, hll, htl] at e
  -- the sign squares to one
  rw [holePhase, mul_smul, e, smul_smul, ← mul_pow, neg_one_mul, neg_neg, one_pow, one_smul]
```

The hypothesis `hv` says that every annihilator kills `v`, and `hf` is orthonormality. `Fin.castAdd m i` picks the first k orbitals and `Fin.natAdd k j` the last m. The two conclusions are |z| = 1 and the equation between the states.

**Q:** You never required v to have norm 1.

**A:** Both sides are linear in v, so its length does not matter. For a unit v, both the determinant and the hole string acting on F are unit vectors.

**Q:** Do the extreme cases make sense?

**A:** With m = 0 there are no holes, and the equation reads c(f_1) ... c(f_M) v = det f · F. With k = 0, emptying every orbital of F returns v up to a phase.

**Q:** My systems have more orbitals than the ones I fill. Is F of any use there?

**A:** The vector v need only be empty in the M chosen modes. It may be a closed core, with the modes being the spin orbitals of one open shell. In electronic structure this lets a single determinant with four electrons in a p shell be written as two holes in the full shell. There is no Hamiltonian here, so nothing is said about how particle and hole energies compare. Representing a real shell by finitely many orthonormal modes is a step you supply yourself.

**Q:** Do operators and a vacuum of this kind exist at all?

**A:** Here are two modes on a four-dimensional space, in Jordan-Wigner form.

```lean
/-- Jordan-Wigner matrices of two creation operators in the basis `|00⟩, |01⟩, |10⟩, |11⟩`. -/
def jordanWigner : Fin 2 → Matrix (Fin 4) (Fin 4) ℂ :=
  ![!![0, 0, 0, 0; 0, 0, 0, 0; 1, 0, 0, 0; 0, 1, 0, 0],
    !![0, 0, 0, 0; 1, 0, 0, 0; 0, 0, 0, 0; 0, 0, -1, 0]]
```

The first basis vector |00⟩ is the vacuum, and F = |11⟩. Taking the modes themselves as orbitals, b_2 F = −|10⟩, so −b_2 F = |10⟩ = c_1 v, as in the opening example with det f = 1. The last theorem checks the relations and the vacuum condition entry by entry, then carries them from matrices to operators.

```lean
/-- The two Jordan-Wigner matrices, as operators on a four-dimensional Hilbert space, satisfy
the anticommutation relations, and their adjoints annihilate the first basis vector. -/
theorem isCAR_witness :
    IsCAR (fun p => Matrix.toEuclideanCLM (n := Fin 4) (𝕜 := ℂ) (jordanWigner p)) ∧
    ∀ p, star (Matrix.toEuclideanCLM (n := Fin 4) (𝕜 := ℂ) (jordanWigner p))
      (EuclideanSpace.single 0 1) = 0 := by
  refine ⟨⟨fun p q => ?_, fun p q => ?_⟩, fun p => ?_⟩
  · have e : jordanWigner p * jordanWigner q + jordanWigner q * jordanWigner p = 0 := by
      fin_cases p <;> fin_cases q <;> ext i j <;> fin_cases i <;> fin_cases j <;>
        simp [jordanWigner]
    rw [← map_mul, ← map_mul, ← map_add, e, map_zero]
  · have e : star (jordanWigner p) * jordanWigner q + jordanWigner q * star (jordanWigner p)
        = if p = q then 1 else 0 := by
      ext i j
      simp only [Matrix.add_apply, Matrix.mul_apply, Matrix.star_apply, Fin.sum_univ_four]
      fin_cases p <;> fin_cases q <;> fin_cases i <;> fin_cases j <;> simp [jordanWigner]
    rw [← map_star, ← map_mul, ← map_mul, ← map_add, e]
    split_ifs
    · exact map_one _
    · exact map_zero _
  · rw [← map_star]
    ext i
    rw [Matrix.ofLp_toEuclideanCLM]
    fin_cases p <;> fin_cases i <;>
      simp [jordanWigner, Matrix.mulVec, dotProduct]

end

end DeterminantsAsHoleStates
```

```lean
#print axioms DeterminantsAsHoleStates.determinant_eq_hole_state
```

```
'DeterminantsAsHoleStates.determinant_eq_hole_state' depends on axioms: [propext, Classical.choice, Quot.sound]
```
